# On a finite lattice with non-negative couplings and unit link phases, Ginzburg–Landau solutions have modulus at most one

Q: Take a thin superconducting film in a magnetic field, below its transition temperature, and put it on a grid. Each site $i$ carries a complex order parameter $\psi_i$, in units where the uniform, field-free film has $|\psi|=1$. The vector potential puts a phase on every link. Contributions from several neighbours now meet at a site and interfere. Why couldn't they pile up somewhere and push the density $|\psi_i|^2$ above its bulk value?

A: Write down the stationary equation first. Let $w_{ij}\ge 0$ be the coupling between sites $i$ and $j$, and $U_{ij}$ the link phase, with $|U_{ij}|=1$. Then at every site

$$\sum_j w_{ij}(\psi_i-U_{ij}\psi_j)=(1-|\psi_i|^2)\psi_i .$$

The left side is the discrete form of $-\xi^2$ times the covariant Laplacian, where $\xi$ is the coherence length. On a square grid of spacing $s$, nearest neighbours have $w_{ij}=\xi^2/s^2$. The condition $w_{ij}\ge0$ says that a covariant difference across a link never lowers the energy.

Q: And the interference?

A: It disappears into a square. For complex $a$ and $c$ we have $|a-c|^2=|a|^2+|c|^2-2\,\mathrm{Re}(\bar a c)$, so

$$2\,\mathrm{Re}\,\bar a(a-c)=2|a|^2-2\,\mathrm{Re}(\bar a c)=|a-c|^2+|a|^2-|c|^2 .$$

Put $a=\psi_i$ and $c=U_{ij}\psi_j$, so that $|c|=|\psi_j|$. Multiply the stationary equation by $2\bar\psi_i$ and take the real part:

$$\sum_j w_{ij}\big(|\psi_i-U_{ij}\psi_j|^2+|\psi_i|^2-|\psi_j|^2\big)=2(1-|\psi_i|^2)|\psi_i|^2 .$$

Now go to a site $m$ where the modulus is largest. There $|\psi_m|^2-|\psi_j|^2\ge0$ for every $j$, so the left side is non-negative. If $|\psi_m|$ were greater than one, the right side would be negative. Hence $|\psi_m|\le1$, and every other site has a modulus no larger than that.

Q: That convinces me about your equation. Does the Lean statement contain the same equation, or something tamer?

A: The same one. The sites form a finite type `ι`, with no geometry built in.

```lean
import Mathlib

open ComplexConjugate

namespace LatticeGinzburgLandau

variable {ι : Type*} [Fintype ι]
```

The couplings are a real function `w` of two sites, the link phases a complex function `U` of two sites, and the order parameter a complex function `ψ` of one. The operator is the sum you saw, with the sign that makes it a positive gradient cost.

```lean
/-- The gauge-covariant lattice Laplacian (with positive sign) of the order parameter `ψ`,
for couplings `w` and link phases `U`. -/
noncomputable def covLaplacian (w : ι → ι → ℝ) (U : ι → ι → ℂ) (ψ : ι → ℂ) (i : ι) : ℂ :=
  ∑ j, (w i j : ℂ) * (ψ i - U i j * ψ j)
```

Being a solution is then a property of `ψ`: the equation holds at each site. The double bars denote the complex modulus.

```lean
/-- The order parameter `ψ` solves the lattice Ginzburg-Landau equation at every site. -/
def IsGLSolution (w : ι → ι → ℝ) (U : ι → ι → ℂ) (ψ : ι → ℂ) : Prop :=
  ∀ i, covLaplacian w U ψ i = ((1 - ‖ψ i‖ ^ 2 : ℝ) : ℂ) * ψ i
```

Q: I see no $w_{ij}=w_{ji}$ and no $U_{ji}=\overline{U_{ij}}$. On a uniform grid both hold.

A: They do, and with both the equation is the stationarity condition of a lattice free energy. The argument looks at one site's equation at a time, so it needs neither. The theorems therefore also cover grids with unequal cells, where dividing by the cell area can make $w_{ij}$ and $w_{ji}$ differ. The phases are also required to have unit modulus on pairs with zero coupling, which costs nothing, because those phases never enter the equation.

Q: What about boundaries, and the field produced by the currents?

A: At an open edge the missing neighbours are simply absent from the sum, which is the usual condition of no current through the surface. Periodic links are allowed too. Sites where $\psi$ is held at a prescribed value are not covered, since the equation is required everywhere. The link phases are given data; no Maxwell equation is solved. Time-dependent dynamics, thermal fluctuations and the continuum limit are absent as well, so this is a maximum principle for the finite lattice equation and not for the differential equation.

Q: Then show me where the interference is tamed in the proof.

A: In the identity for $a$ and $c$. Lean expands everything into real and imaginary parts, and `ring` compares the two polynomials.

```lean
/-- Twice the real part of `conj a * (a - c)`, written through the squared moduli of `a`, `c` and
their difference. -/
theorem link_identity (a c : ℂ) :
    2 * (conj a * (a - c)).re = ‖a - c‖ ^ 2 + ‖a‖ ^ 2 - ‖c‖ ^ 2 := by
  simp only [Complex.sq_norm, Complex.normSq_apply, Complex.mul_re, Complex.sub_re,
    Complex.sub_im, Complex.conj_re, Complex.conj_im]
  ring
```

The density balance follows. The step `hl` turns the weighted sum into twice the real part of $\bar\psi_i$ times the Laplacian, link by link, and uses `hU` to replace $|U_{ij}\psi_j|$ by $|\psi_j|$. The step `hr` evaluates the same real part for the right side of the stationary equation. The final `rw` joins them through `hψ i`.

```lean
/-- Density balance at a site, for a solution with unit link phases: squared covariant differences
plus density differences to all sites, weighted by the couplings, add up to `2 * (1 - ‖ψ i‖ ^ 2) *
‖ψ i‖ ^ 2`. -/
theorem density_balance {w : ι → ι → ℝ} {U : ι → ι → ℂ} {ψ : ι → ℂ}
    (hU : ∀ i j, ‖U i j‖ = 1) (hψ : IsGLSolution w U ψ) (i : ι) :
    ∑ j, w i j * (‖ψ i - U i j * ψ j‖ ^ 2 + ‖ψ i‖ ^ 2 - ‖ψ j‖ ^ 2)
      = 2 * (1 - ‖ψ i‖ ^ 2) * ‖ψ i‖ ^ 2 := by
  -- the left side is twice the real part of `conj ψ_i` times the Laplacian
  have hl : ∑ j, w i j * (‖ψ i - U i j * ψ j‖ ^ 2 + ‖ψ i‖ ^ 2 - ‖ψ j‖ ^ 2)
      = 2 * (conj (ψ i) * covLaplacian w U ψ i).re := by
    unfold covLaplacian
    rw [Finset.mul_sum, Complex.re_sum, Finset.mul_sum]
    refine Finset.sum_congr rfl fun j _ => ?_
    have h1 := link_identity (ψ i) (U i j * ψ j)
    rw [norm_mul, hU i j, one_mul] at h1
    have h2 : (conj (ψ i) * ((w i j : ℂ) * (ψ i - U i j * ψ j))).re
        = w i j * (conj (ψ i) * (ψ i - U i j * ψ j)).re := by
      rw [mul_left_comm, Complex.re_ofReal_mul]
    rw [h2]
    linear_combination (-(w i j)) * h1
  -- the real part of `conj ψ_i` times the right side of the stationary equation
  have hr : (conj (ψ i) * (((1 - ‖ψ i‖ ^ 2 : ℝ) : ℂ) * ψ i)).re
      = (1 - ‖ψ i‖ ^ 2) * ‖ψ i‖ ^ 2 := by
    rw [mul_left_comm, Complex.re_ofReal_mul, mul_comm (conj (ψ i)), Complex.mul_conj,
      Complex.ofReal_re, Complex.normSq_eq_norm_sq]
  rw [hl, hψ i, hr]
  ring
```

Q: And the largest modulus? You said "go to a site $m$" rather casually.

A: That is the device on which the proof turns: `Finite.exists_max`. Given a function from a finite, nonempty type to a linear order, it returns a point whose value is at least every other value. Here the function is the modulus, the point is `m`, and `hm` records the comparison with all sites. Nonemptiness is not a hypothesis of the theorem, because the site `i` whose modulus we want to bound is itself a witness. Finiteness does real work: on an infinite lattice the moduli could approach a supremum without reaching it, and there would be no site at which to evaluate the balance.

```lean
/-- Lattice maximum principle: a solution of the lattice Ginzburg-Landau equation with
nonnegative couplings and unit link phases has modulus at most one at every site. -/
theorem norm_le_one {w : ι → ι → ℝ} {U : ι → ι → ℂ} {ψ : ι → ℂ}
    (hw : ∀ i j, 0 ≤ w i j) (hU : ∀ i j, ‖U i j‖ = 1) (hψ : IsGLSolution w U ψ) (i : ι) :
    ‖ψ i‖ ≤ 1 := by
  have : Nonempty ι := ⟨i⟩
  -- look at a site where the modulus is largest
  obtain ⟨m, hm'⟩ := Finite.exists_max (fun j => ‖ψ j‖)
  have hm : ∀ j, ‖ψ j‖ ≤ ‖ψ m‖ := hm'
  have hs : 0 ≤ ∑ j, w m j * (‖ψ m - U m j * ψ j‖ ^ 2 + ‖ψ m‖ ^ 2 - ‖ψ j‖ ^ 2) := by
    refine Finset.sum_nonneg fun j _ => mul_nonneg (hw m j) ?_
    have h1 := pow_le_pow_left₀ (norm_nonneg (ψ j)) (hm j) 2
    have h2 := sq_nonneg ‖ψ m - U m j * ψ j‖
    linarith
  rw [density_balance hU hψ m] at hs
  refine (hm i).trans ?_
  by_contra h
  have h1 : 1 < ‖ψ m‖ := not_le.mp h
  have h2 : 1 < ‖ψ m‖ ^ 2 := by nlinarith
  have h3 : 0 < (‖ψ m‖ ^ 2 - 1) * ‖ψ m‖ ^ 2 := mul_pos (by linarith) (by linarith)
  linarith
```

After that, `hs` says that the left side of the balance at `m` is non-negative, term by term. Rewriting with `density_balance` moves this sign to the right side. Assuming $|\psi_m|>1$ makes $(|\psi_m|^2-1)|\psi_m|^2$ positive, and `linarith` finds the contradiction.

Q: So the bound is the same with or without a magnetic field. I would expect a field to suppress the order parameter, not merely to leave it below one.

A: For that, ask what happens if $|\psi_i|=1$ at some site. The right side of the balance is then zero, and the left side is

$$\sum_k w_{ik}\big(|\psi_i-U_{ik}\psi_k|^2+1-|\psi_k|^2\big)=0 .$$

By the bound just proved, every term is non-negative, so every term vanishes. For a neighbour $j$ with $w_{ij}>0$ the bracket itself must vanish, and it is a sum of two non-negative parts. Therefore $\psi_i=U_{ij}\psi_j$ and $|\psi_j|=1$.

```lean
/-- For a solution with nonnegative couplings and unit link phases: if the modulus equals one at a
site, then across each link of positive coupling the covariant difference vanishes and the neighbour
also has modulus one. -/
theorem saturated_link {w : ι → ι → ℝ} {U : ι → ι → ℂ} {ψ : ι → ℂ}
    (hw : ∀ i j, 0 ≤ w i j) (hU : ∀ i j, ‖U i j‖ = 1) (hψ : IsGLSolution w U ψ)
    {i j : ι} (hi : ‖ψ i‖ = 1) (hij : 0 < w i j) :
    ψ i = U i j * ψ j ∧ ‖ψ j‖ = 1 := by
  have hsq : ∀ k, ‖ψ k‖ ^ 2 ≤ 1 := fun k =>
    pow_le_one₀ (norm_nonneg _) (norm_le_one hw hU hψ k)
  have hb : ∑ k, w i k * (‖ψ i - U i k * ψ k‖ ^ 2 + ‖ψ i‖ ^ 2 - ‖ψ k‖ ^ 2) = 0 := by
    rw [density_balance hU hψ i, hi]
    norm_num
  -- a vanishing sum of nonnegative terms vanishes term by term
  have hn : ∀ k ∈ Finset.univ,
      0 ≤ w i k * (‖ψ i - U i k * ψ k‖ ^ 2 + ‖ψ i‖ ^ 2 - ‖ψ k‖ ^ 2) := by
    intro k _
    refine mul_nonneg (hw i k) ?_
    rw [hi]
    linarith [hsq k, sq_nonneg ‖ψ i - U i k * ψ k‖]
  have hj := (Finset.sum_eq_zero_iff_of_nonneg hn).mp hb j (Finset.mem_univ j)
  have h0 := (mul_eq_zero.mp hj).resolve_left hij.ne'
  rw [hi] at h0
  have hd : ‖ψ i - U i j * ψ j‖ ^ 2 = 0 := by
    linarith [hsq j, sq_nonneg ‖ψ i - U i j * ψ j‖]
  have he : ψ i = U i j * ψ j := sub_eq_zero.mp (norm_eq_zero.mp (pow_eq_zero_iff two_ne_zero |>.mp hd))
  refine ⟨he, ?_⟩
  have hnorm := congrArg norm he
  rw [norm_mul, hU i j, one_mul, hi] at hnorm
  exact hnorm.symm
```

The term-by-term conclusion is `Finset.sum_eq_zero_iff_of_nonneg`. Cancelling the positive coupling gives `h0`, and `hd` extracts the vanishing covariant difference. Taking moduli in $\psi_i=U_{ij}\psi_j$ then gives the saturated neighbour.

Q: So full density is contagious.

A: Along positive couplings, yes. Follow a path $p_0,p_1,\dots,p_n$ and substitute repeatedly:

$$\psi_{p_0}=\Big(\prod_{k=0}^{n-1}U_{p_kp_{k+1}}\Big)\psi_{p_n},\qquad |\psi_{p_n}|=1 .$$

In Lean the path is a function `p` on the natural numbers, of which only the entries up to `n` matter. The proof is an induction on `n`, with one use of `saturated_link` per step. For $n=0$ the product is empty and the claim is trivial.

```lean
/-- For a solution with nonnegative couplings and unit link phases: along a path of positive
couplings starting at a site of modulus one, the modulus stays one and the order parameter is
carried by the product of the link phases. -/
theorem saturated_path {w : ι → ι → ℝ} {U : ι → ι → ℂ} {ψ : ι → ℂ}
    (hw : ∀ i j, 0 ≤ w i j) (hU : ∀ i j, ‖U i j‖ = 1) (hψ : IsGLSolution w U ψ)
    (p : ℕ → ι) (h0 : ‖ψ (p 0)‖ = 1) (n : ℕ) (hp : ∀ k < n, 0 < w (p k) (p (k + 1))) :
    ψ (p 0) = (∏ k ∈ Finset.range n, U (p k) (p (k + 1))) * ψ (p n) ∧ ‖ψ (p n)‖ = 1 := by
  induction n with
  | zero => exact ⟨by simp, h0⟩
  | succ n ih =>
    obtain ⟨h1, h2⟩ := ih fun k hk => hp k (by omega)
    obtain ⟨h3, h4⟩ := saturated_link hw hU hψ h2 (hp n (by omega))
    refine ⟨?_, h4⟩
    rw [Finset.prod_range_succ, mul_assoc, ← h3]
    exact h1
```

Q: And if the path closes?

A: Then $p_n=p_0$, and $\psi_{p_0}$ equals the loop's phase product times itself. Since $\psi_{p_0}\neq0$, the product must be one. For physical link phases the product differs from one exactly when the flux through the loop is not a whole number of superconducting flux quanta $h/2e$. With such a loop, no site on it can be saturated. Neither can any site from which the loop can be reached, since saturation would spread to it.

```lean
/-- Strict maximum principle with flux, for a solution with nonnegative couplings and unit link
phases: if a closed loop of positive couplings has a product of link phases different from one, the
modulus is below one at every site from which the loop can be reached through positive couplings. -/
theorem norm_lt_one_of_flux {w : ι → ι → ℝ} {U : ι → ι → ℂ} {ψ : ι → ℂ}
    (hw : ∀ i j, 0 ≤ w i j) (hU : ∀ i j, ‖U i j‖ = 1) (hψ : IsGLSolution w U ψ)
    (p : ℕ → ι) (n : ℕ) (hp : ∀ k < n, 0 < w (p k) (p (k + 1))) (hloop : p n = p 0)
    (hflux : ∏ k ∈ Finset.range n, U (p k) (p (k + 1)) ≠ 1)
    (i : ι) (hreach : Relation.ReflTransGen (fun a b => 0 < w a b) i (p 0)) :
    ‖ψ i‖ < 1 := by
  refine lt_of_le_of_ne (norm_le_one hw hU hψ i) fun hi => hflux ?_
  -- saturation would spread from `i` to the loop
  have key : ∀ b, Relation.ReflTransGen (fun a b => 0 < w a b) i b → ‖ψ b‖ = 1 := by
    intro b hb
    induction hb with
    | refl => exact hi
    | tail _ hbc ih => exact (saturated_link hw hU hψ ih hbc).2
  have h0 := key (p 0) hreach
  have hne : ψ (p 0) ≠ 0 := by
    intro h
    rw [h, norm_zero] at h0
    exact zero_ne_one h0
  -- going once around the loop must return the same order parameter
  have h1 := (saturated_path hw hU hψ p h0 n hp).1
  rw [hloop] at h1
  exact mul_right_cancel₀ hne (by rw [one_mul]; exact h1.symm)
```

The reachability hypothesis `Relation.ReflTransGen` means a chain of zero or more steps, each with positive coupling in the direction travelled. The intermediate claim `key` carries saturation along that chain. `saturated_path` then takes it around the loop, and `mul_right_cancel₀` divides out the nonzero order parameter.

Q: So in a connected film with symmetric couplings, one frustrated loop lowers the modulus everywhere?

A: Strictly below one everywhere, yes, because every site can then reach the loop. The theorem gives no estimate of how far below.

Q: Two suspicions remain. Perhaps the bound of one is never reached, and perhaps the frustrated case has only the normal state $\psi=0$.

A: The first is settled by a pure gauge. Choose any $g_i$ with $|g_i|=1$ and set $U_{ij}=g_i\overline{g_j}$. Then

$$g_i-U_{ij}g_j=g_i-g_i\overline{g_j}g_j=0,$$

so the left side of the stationary equation vanishes, and so does the right side because $1-|g_i|^2=0$. Thus $g$ is a solution with modulus one at every site. Lean proves the link difference zero as `h`, and `simp` finishes the equation.

```lean
/-- For pure-gauge link phases built from a field `g` of modulus one, `g` itself solves the
lattice Ginzburg-Landau equation. -/
theorem pure_gauge_solution (w : ι → ι → ℝ) (g : ι → ℂ) (hg : ∀ i, ‖g i‖ = 1) :
    IsGLSolution w (fun i j => g i * conj (g j)) g := by
  intro i
  have h : ∀ j, g i - g i * conj (g j) * g j = 0 := by
    intro j
    have h1 : conj (g j) * g j = 1 := by
      rw [mul_comm, Complex.mul_conj, Complex.normSq_eq_norm_sq, hg j]
      norm_num
    rw [mul_assoc, h1, mul_one, sub_self]
  simp [covLaplacian, h, hg i]
```

For the second, take a triangle with coupling $3/16$ between distinct sites and every link phase equal to $-1$. The loop product is $(-1)^3=-1$, which is half a flux quantum. Try $\psi_i=1/2$ everywhere. Each site has two neighbours, so the two sides are

$$2\cdot\tfrac{3}{16}\big(\tfrac12+\tfrac12\big)=\tfrac38,\qquad \big(1-\tfrac14\big)\tfrac12=\tfrac38 .$$

So a frustrated loop can have a nonzero solution, here with a reduced modulus. This one is chosen for its simple arithmetic and is not a minimum of the free energy: letting the phase of $\psi$ advance by $2\pi/3$ from site to site gives another solution, with $|\psi_i|^2=13/16$ and lower energy. Lean checks the three sites separately, with `norm_num` doing the arithmetic.

```lean
/-- On a triangle with all link phases equal to `-1` and coupling `3/16` between distinct
sites, the constant order parameter `1/2` solves the lattice Ginzburg-Landau equation. -/
theorem frustrated_triangle_witness :
    IsGLSolution (fun i j : Fin 3 => if i = j then 0 else 3 / 16) (fun _ _ => -1)
      (fun _ => 1 / 2) := by
  intro i
  unfold covLaplacian
  rw [Fin.sum_univ_three]
  have hsites : ∀ k : Fin 3, k = 0 ∨ k = 1 ∨ k = 2 := by decide
  have h02 : (0 : Fin 3) ≠ 2 := by decide
  have h12 : (1 : Fin 3) ≠ 2 := by decide
  rcases hsites i with rfl | rfl | rfl <;> norm_num [h02, h12, h02.symm, h12.symm]

end LatticeGinzburgLandau
```

```lean
#print axioms LatticeGinzburgLandau.norm_le_one
#print axioms LatticeGinzburgLandau.norm_lt_one_of_flux
#print axioms LatticeGinzburgLandau.pure_gauge_solution
```

```
'LatticeGinzburgLandau.norm_le_one' depends on axioms: [propext, Classical.choice, Quot.sound]
'LatticeGinzburgLandau.norm_lt_one_of_flux' depends on axioms: [propext, Classical.choice, Quot.sound]
'LatticeGinzburgLandau.pure_gauge_solution' depends on axioms: [propext, Classical.choice, Quot.sound]
```

Q: What should I do with this when I run a simulation?

A: For a stationary calculation that imposes this lattice equation at every site of a finite grid, with non-negative couplings and unit link phases, a modulus above one by more than numerical error means that the output does not solve the discrete equations. The converse fails: a field that respects the bound may still be far from a solution.
